# Each proper rotation of three-dimensional space is implemented by exactly two unit quaternions, q and −q

A rigid molecule in a simulation has an orientation, given by the rotation that carries its reference frame into its present one. A program may store this rotation as a matrix \(R\) with nine entries or as a unit quaternion with four components. When a matrix is converted to a quaternion, does a suitable quaternion always exist, and how many are there?

Write a quaternion as \(x = x_0 + x_1 i + x_2 j + x_3 k\), where \(i^2=j^2=-1\) and \(ij=k=-ji\). Its conjugate \(x^*\) has the signs of the last three components reversed, and \(|x|^2 = xx^* = x^*x\) is the sum of the squared components. A vector \(v=(v_0,v_1,v_2)\) becomes the purely imaginary quaternion \(\operatorname{vec}(v)=v_0i+v_1j+v_2k\).

Let \(R\) be a real 3 by 3 matrix with \(R^TR=1\) and \(\det R=1\). The claim is that exactly two unit quaternions \(q\) satisfy

\[
q\,\operatorname{vec}(v)\,q^*=\operatorname{vec}(Rv)\quad\text{for all } v\in\mathbb R^3,
\]

and that they differ by a sign.

## A quaternion that turns one frame into the other

Let \(a,b,c\) be columns 0, 1 and 2 of \(R\), read as imaginary quaternions. The product of two imaginary quaternions is \(uw=-u\cdot w+u\times w\). Since the columns are orthonormal, \(a^2=b^2=-1\) and \(ba=-ab\). The vector \(ab=a\times b\) is a unit vector orthogonal to \(a\) and \(b\), hence \(\pm c\), and \(\det R=(a\times b)\cdot c=1\) selects \(ab=c\). The rotated frame therefore multiplies like \(i,j,k\).

For any quaternion \(x\), define

\[
T(x)=x-a\,x\,i-b\,x\,j-ab\,x\,ij .
\]

Using \(a\,ab=-b\) on the left and \(iji=j\) on the right,

\[
aT(x)=ax+xi-ab\,x\,j+b\,x\,ij=T(x)\,i .
\]

Similarly, \(bab=a\) and \(ijj=-i\) give

\[
bT(x)=bx+ab\,x\,i+xj-a\,x\,ij=T(x)\,j .
\]

These identities are useful only if \(T(x)\neq0\) for some \(x\). To see that this is so, take the trace of \(T\) as a linear map on the four-dimensional space of quaternions. The identity contributes 4. A map \(x\mapsto pxr\) has trace \(\operatorname{Re}\bigl(p\sum_e e\,r\,e^*\bigr)\), with \(e\) running over \(1,i,j,k\). If \(r\) is one of \(i,j,k\), then \(e\,r\,e^*\) equals \(r\) for \(e=1\) and \(e=r\), and \(-r\) for the other two, so the sum vanishes. The trace of \(T\) is 4, and \(T\) is not the zero map.

Choose \(x\) with \(t=T(x)\neq0\). Then \(at=ti\), \(bt=tj\), and \(ct=abt=atj=tij=tk\). Since \(Rv=v_0a+v_1b+v_2c\), linearity gives \(t\operatorname{vec}(v)=\operatorname{vec}(Rv)\,t\). The unit quaternion \(q=t/|t|\) obeys the same relation, and multiplication by \(q^*\) on the right gives the required equation.

## The sign is the only freedom

Suppose that \(p\) and \(q\) both implement \(R\). Then \(p\operatorname{vec}(v)p^*=q\operatorname{vec}(v)q^*\). Multiplying by \(q^*\) on the left and \(p\) on the right shows that \(s=q^*p\) commutes with every \(\operatorname{vec}(v)\). From

\[
si-is=2s_3j-2s_2k,\qquad sj-js=2s_1k-2s_3i
\]

it follows that \(s_1=s_2=s_3=0\). Since \(|s|=1\), \(s=\pm1\), and \(p=qs=\pm q\).

Conversely, \(-q\) implements \(R\) whenever \(q\) does, because the two signs cancel. The two are distinct, since \(q=-q\) would force \(q=0\).

For a single spin-1/2, with \(i,j,k\) represented by \(-i\sigma_x,-i\sigma_y,-i\sigma_z\) (here the prefactor \(i\) is the complex unit), these are the two spin rotations of opposite sign that belong to one spatial rotation. In rigid-body simulation, \(q\) and \(-q\) must accordingly be treated as the same orientation.

## Vectors, rotations and lifts in Lean

```lean
import Mathlib

open Quaternion Matrix

namespace QuaternionDoubleCover

noncomputable section
```

The type `ℍ[ℝ]` is that of the real quaternions, `star` is conjugation, and `normSq` is the squared norm. A vector is a function `Fin 3 → ℝ`, with coordinates numbered from 0. The name `vec` here means the embedding into the imaginary quaternions, not the column-stacking of a matrix.

```lean
/-- The purely imaginary quaternion that represents a vector of three-dimensional space. -/
def vec (v : Fin 3 → ℝ) : ℍ[ℝ] := ⟨0, v 0, v 1, v 2⟩
```

The components of this embedding are recorded for later calculations.

```lean
/-- The real part of a vector is zero and its imaginary parts are its coordinates. -/
theorem vec_components (v : Fin 3 → ℝ) : (vec v).re = 0 ∧ (vec v).imI = v 0 ∧
    (vec v).imJ = v 1 ∧ (vec v).imK = v 2 := ⟨rfl, rfl, rfl, rfl⟩
```

A proper rotation is defined by the two matrix conditions of the claim: lengths and angles are preserved, and so is handedness.

```lean
/-- A proper rotation: a real orthogonal 3 by 3 matrix of determinant 1. -/
def IsRotation (R : Matrix (Fin 3) (Fin 3) ℝ) : Prop := Rᵀ * R = 1 ∧ R.det = 1
```

The relation `Lifts q R` says that `q` has unit norm and that conjugation by it acts as `R` on every vector. The matrix multiplies column vectors from the left, and the product is read here as a moved vector, with the axes left fixed.

```lean
/-- The unit quaternion `q` implements the matrix `R`: conjugation by `q` sends every
vector `v` to `R v`. -/
def Lifts (q : ℍ[ℝ]) (R : Matrix (Fin 3) (Fin 3) ℝ) : Prop :=
  normSq q = 1 ∧ ∀ v, q * vec v * star q = vec (R *ᵥ v)
```

The units \(i\) and \(j\) are called `qi` and `qj`; \(k\) appears as their product.

```lean
/-- The quaternion unit along the first axis. -/
def qi : ℍ[ℝ] := vec ![1, 0, 0]

/-- The quaternion unit along the second axis. -/
def qj : ℍ[ℝ] := vec ![0, 1, 0]
```

## The intertwining sum and its trace

The map \(T\) is called `average`, although it is a sum without the factor 1/4. It is defined in an arbitrary ring, where `i` and `j` are any two elements.

```lean
/-- The signed sum of `x` and its transforms under two frames `a, b, ab` and `i, j, ij`. -/
def average {A : Type*} [Ring A] (a b i j x : A) : A :=
  x - a * x * i - b * x * j - a * b * x * (i * j)
```

The identities \(aT=Ti\) and \(bT=Tj\) need only the listed multiplication rules. The auxiliary equations apply those rules inside longer products, `simp only` reduces both sides to four terms each, and `abel` matches them.

```lean
/-- If `a, b` and `i, j` are two pairs of anticommuting square roots of -1, the average
`T` intertwines them: `a T = T i` and `b T = T j`. -/
theorem average_intertwines {A : Type*} [Ring A] {a b i j : A}
    (ha : a * a = -1) (hb : b * b = -1) (hab : b * a = -(a * b))
    (hi : i * i = -1) (hj : j * j = -1) (hij : j * i = -(i * j)) (x : A) :
    a * average a b i j x = average a b i j x * i ∧
      b * average a b i j x = average a b i j x * j := by
  have ha' : ∀ y, a * (a * y) = -y := fun y => by rw [← mul_assoc, ha, neg_one_mul]
  have hb' : ∀ y, b * (b * y) = -y := fun y => by rw [← mul_assoc, hb, neg_one_mul]
  have hi' : ∀ y, i * (i * y) = -y := fun y => by rw [← mul_assoc, hi, neg_one_mul]
  have hab' : ∀ y, b * (a * y) = -(a * (b * y)) := fun y => by
    rw [← mul_assoc, hab, neg_mul, mul_assoc]
  unfold average
  constructor
  · simp only [mul_sub, sub_mul, mul_assoc, ha', hi, hij, hi', mul_neg, neg_neg, mul_one]
    abel
  · simp only [mul_sub, sub_mul, mul_assoc, hb', hab', hj, mul_neg, neg_neg, mul_one]
    abel
```

The next lemma supposes that \(T\) vanishes everywhere and computes its trace, the sum of four diagonal components. Replacing `a * b` by an arbitrary `c` reflects the fact that the left factors play no part in the cancellation. The result, 4, contradicts the supposition.

```lean
/-- For any quaternions `a` and `b`, the average over the frames `a, b, ab` and `i, j, ij`
is nonzero for some quaternion `x`. -/
theorem exists_average_ne_zero (a b : ℍ[ℝ]) : ∃ x, average a b qi qj x ≠ 0 := by
  by_contra! h
  have hk : qi * qj = vec ![0, 0, 1] := by
    apply Quaternion.ext <;> simp [qi, qj, vec_components]
  -- the trace of the averaging map is 4
  have key : (average a b qi qj 1).re + (average a b qi qj qi).imI
      + (average a b qi qj qj).imJ + (average a b qi qj (vec ![0, 0, 1])).imK = 4 := by
    unfold average
    rw [hk]
    generalize a * b = c
    simp [qi, qj, vec_components]
    ring
  rw [h, h, h, h] at key
  norm_num at key
```

## From a rotation matrix to a unit quaternion

To obtain \(ab=c\), Lean uses the adjugate instead of the geometric argument: \(R^TR=1\) and \(\det R=1\) give \(\operatorname{adj}R=R^T\), whose row 2 states \(a\times b=c\) in components. The entries `d00`, `d11` and `d01` of \(R^TR=1\) supply the normalisation and orthogonality of \(a\) and \(b\).

```lean
/-- The columns of a proper rotation, read as imaginary quaternions, multiply like the
quaternion units. -/
theorem rotated_frame {R : Matrix (Fin 3) (Fin 3) ℝ} (hR : IsRotation R) :
    vec (fun m => R m 0) * vec (fun m => R m 0) = -1 ∧
    vec (fun m => R m 1) * vec (fun m => R m 1) = -1 ∧
    vec (fun m => R m 1) * vec (fun m => R m 0)
      = -(vec (fun m => R m 0) * vec (fun m => R m 1)) ∧
    vec (fun m => R m 0) * vec (fun m => R m 1) = vec (fun m => R m 2) := by
  obtain ⟨h, hdet⟩ := hR
  -- for a proper rotation the matrix of cofactors is the matrix itself
  have hadj : R.adjugate = Rᵀ := by
    rw [← Matrix.one_mul R.adjugate, ← h, Matrix.mul_assoc, Matrix.mul_adjugate, hdet,
      one_smul, Matrix.mul_one]
  rw [Matrix.adjugate_fin_three] at hadj
  have c0 := congrFun (congrFun hadj 2) 0
  have c1 := congrFun (congrFun hadj 2) 1
  have c2 := congrFun (congrFun hadj 2) 2
  have d00 := congrFun (congrFun h 0) 0
  have d11 := congrFun (congrFun h 1) 1
  have d01 := congrFun (congrFun h 0) 1
  clear h hadj hdet
  simp [Matrix.mul_apply, Fin.sum_univ_three] at c0 c1 c2 d00 d11 d01
  refine ⟨?_, ?_, ?_, ?_⟩ <;> apply Quaternion.ext <;> simp [vec_components] <;> linarith
```

Existence now combines these lemmas. The equations `h0`, `h1` and `h2` are \(at=ti\), \(bt=tj\) and \(ct=tk\). The expansions `e1` and `e2` extend them to all vectors, and the last lines divide \(t\) by its norm, the square root of `normSq t`.

```lean
/-- Every proper rotation is implemented by some unit quaternion. -/
theorem exists_lift {R : Matrix (Fin 3) (Fin 3) ℝ} (hR : IsRotation R) :
    ∃ q, Lifts q R := by
  obtain ⟨ha, hb, hab, hc⟩ := rotated_frame hR
  have hi : qi * qi = -1 := by apply Quaternion.ext <;> simp [qi, vec_components]
  have hj : qj * qj = -1 := by apply Quaternion.ext <;> simp [qj, vec_components]
  have hij : qj * qi = -(qi * qj) := by
    apply Quaternion.ext <;> simp [qi, qj, vec_components]
  obtain ⟨x, hx⟩ := exists_average_ne_zero (vec fun m => R m 0) (vec fun m => R m 1)
  obtain ⟨t, ht0, h0, h1⟩ : ∃ t : ℍ[ℝ], t ≠ 0 ∧ vec (fun m => R m 0) * t = t * qi ∧
      vec (fun m => R m 1) * t = t * qj :=
    ⟨_, hx, average_intertwines ha hb hab hi hj hij x⟩
  have h2 : vec (fun m => R m 2) * t = t * (qi * qj) := by
    rw [← hc, mul_assoc, h1, ← mul_assoc, h0, mul_assoc]
  -- by linearity `t` intertwines every vector with its rotated image
  have ht : ∀ v, t * vec v = vec (R *ᵥ v) * t := by
    intro v
    have e1 : vec v = v 0 • qi + v 1 • qj + v 2 • (qi * qj) := by
      apply Quaternion.ext <;> simp [qi, qj, vec_components]
    have e2 : vec (R *ᵥ v) = v 0 • vec (fun m => R m 0) + v 1 • vec (fun m => R m 1)
        + v 2 • vec (fun m => R m 2) := by
      apply Quaternion.ext <;>
        simp [vec_components, Matrix.mulVec, dotProduct, Fin.sum_univ_three] <;> ring
    rw [e1, e2]
    simp only [add_mul, mul_add, smul_mul_assoc, mul_smul_comm]
    rw [h0, h1, h2]
  -- normalise `t`
  have hn : 0 < normSq t :=
    lt_of_le_of_ne Quaternion.normSq_nonneg (Ne.symm (Quaternion.normSq_ne_zero.mpr ht0))
  have hq : normSq ((√(normSq t))⁻¹ • t) = 1 := by
    rw [Quaternion.normSq_smul, inv_pow, Real.sq_sqrt hn.le, inv_mul_cancel₀ hn.ne']
  refine ⟨(√(normSq t))⁻¹ • t, hq, fun v => ?_⟩
  have hv : ((√(normSq t))⁻¹ • t) * vec v = vec (R *ᵥ v) * ((√(normSq t))⁻¹ • t) := by
    rw [smul_mul_assoc, ht, mul_smul_comm]
  rw [hv, mul_assoc, Quaternion.self_mul_star, hq, Quaternion.coe_one, mul_one]
```

## Two lifts and no more

The commutation argument needs only the first two coordinate vectors. Comparing components removes the imaginary part of `s`, and the unit norm leaves `s.re * s.re = 1`.

```lean
/-- A unit quaternion that commutes with all vectors is 1 or -1. -/
theorem eq_one_or_neg_one {s : ℍ[ℝ]} (hs : normSq s = 1)
    (h : ∀ v, s * vec v = vec v * s) : s = 1 ∨ s = -1 := by
  have hJK := h ![1, 0, 0]
  have hIK := h ![0, 1, 0]
  have hK := congrArg (fun q : ℍ[ℝ] => q.imJ) hJK
  have hJ := congrArg (fun q : ℍ[ℝ] => q.imK) hJK
  have hI := congrArg (fun q : ℍ[ℝ] => q.imK) hIK
  simp [vec_components] at hK hJ hI
  replace hK : s.imK = 0 := by linarith
  replace hJ : s.imJ = 0 := by linarith
  replace hI : s.imI = 0 := by linarith
  rw [Quaternion.normSq_def', hI, hJ, hK] at hs
  rcases mul_self_eq_one_iff.mp (show s.re * s.re = 1 by linarith) with hr | hr
  · exact Or.inl (by apply Quaternion.ext <;> simp [hr, hI, hJ, hK])
  · exact Or.inr (by apply Quaternion.ext <;> simp [hr, hI, hJ, hK])
```

For two lifts of the same matrix, the `calc` block shows that `star q * p` commutes with every vector. By the previous lemma this product is 1 or -1, and multiplying it by `q` on the left gives `p = q` or `p = -q`.

```lean
/-- Two unit quaternions that implement the same matrix agree up to a sign. -/
theorem lift_unique {R : Matrix (Fin 3) (Fin 3) ℝ} {p q : ℍ[ℝ]}
    (hp : Lifts p R) (hq : Lifts q R) : p = q ∨ p = -q := by
  have pp : star p * p = 1 := by rw [Quaternion.star_mul_self, hp.1, Quaternion.coe_one]
  have qq : star q * q = 1 := by rw [Quaternion.star_mul_self, hq.1, Quaternion.coe_one]
  have qq' : q * star q = 1 := by rw [Quaternion.self_mul_star, hq.1, Quaternion.coe_one]
  have hs : normSq (star q * p) = 1 := by
    rw [map_mul, Quaternion.normSq_star, hq.1, hp.1, one_mul]
  -- the relative quaternion commutes with every vector
  have hcomm : ∀ v, star q * p * vec v = vec v * (star q * p) := by
    intro v
    calc star q * p * vec v = star q * (p * vec v * star p) * p := by
          simp only [mul_assoc, pp, mul_one]
      _ = star q * (q * vec v * star q) * p := by rw [hp.2, hq.2]
      _ = (star q * q) * vec v * (star q * p) := by simp only [mul_assoc]
      _ = vec v * (star q * p) := by rw [qq, one_mul]
  have hpq : q * (star q * p) = p := by rw [← mul_assoc, qq', one_mul]
  rcases eq_one_or_neg_one hs hcomm with h | h
  · exact Or.inl (by rw [← hpq, h, mul_one])
  · exact Or.inr (by rw [← hpq, h, mul_neg, mul_one])
```

The final theorem says that for every proper rotation `R` there is a quaternion `q`, different from `-q`, such that the set of all lifts of `R` is `{q, -q}`. One inclusion is `lift_unique`; the other checks that both elements are lifts.

```lean
/-- Every proper rotation is implemented by exactly two unit quaternions, and they differ
by a sign. -/
theorem exactly_two_lifts {R : Matrix (Fin 3) (Fin 3) ℝ} (hR : IsRotation R) :
    ∃ q : ℍ[ℝ], q ≠ -q ∧ {p | Lifts p R} = {q, -q} := by
  obtain ⟨q, hq⟩ := exists_lift hR
  refine ⟨q, fun h => ?_, ?_⟩
  · have h2 : (2 : ℝ) • q = 0 := by
      rw [two_smul]
      exact eq_neg_iff_add_eq_zero.mp h
    have h1 := hq.1
    rw [(smul_eq_zero.mp h2).resolve_left two_ne_zero, map_zero] at h1
    exact zero_ne_one h1
  · ext p
    simp only [Set.mem_ofPred_eq, Set.mem_insert_iff, Set.mem_singleton_iff]
    refine ⟨fun hp => lift_unique hp hq, ?_⟩
    rintro (rfl | rfl)
    · exact hq
    · refine ⟨by rw [Quaternion.normSq_neg, hq.1], fun v => ?_⟩
      rw [star_neg, neg_mul, neg_mul_neg, hq.2]

end

end QuaternionDoubleCover
```

```lean
#print axioms QuaternionDoubleCover.exactly_two_lifts
```

```
'QuaternionDoubleCover.exactly_two_lifts' depends on axioms: [propext, Classical.choice, Quot.sound]
```

The theorem starts from a rotation and counts its quaternions. That conjugation by an arbitrary unit quaternion is a proper rotation, and that the correspondence is continuous and respects products, are further parts of the double cover named in the namespace, and they would need their own proofs. In a simulation, a stored matrix satisfies \(R^TR=1\) only up to rounding, so applying the result to it requires the additional step of identifying it with a nearby true rotation.
